# The wave-number derivative of the transmission phase of a square barrier, for energies below its top

For a particle meeting a square barrier of height U and width a, in units with ħ = 2m = 1, the transmission phase from edge to edge is arctan((k² − q²) tanh(qa) / (2kq)), where q = √(U − k²) is the decay rate inside the barrier. The theorem gives the derivative of this phase with respect to the wave number k in closed form, for 0 < k < √U and any real a. The phase is defined by its formula; the file does not derive it from the Schrödinger equation. The proof differentiates q and tanh, combines them by the chain, product and quotient rules, passes through arctan, and finishes with algebra.

This version doesn't compile in Lean 4 with Mathlib:

```lean
import Mathlib

open Filter Topology

namespace HartmanEffect

noncomputable section

/-- The decay rate `q = √(U - k²)` of the wave inside a barrier of height `U`
(units with `ħ = 2m = 1`). -/
def decayRate (U k : ℝ) : ℝ := √(U - k ^ 2)

/-- For `0 < k < √U`, the transmission phase of a square barrier of height `U` and width `a` at wave
number `k`, read at the right edge relative to the incident wave at the left edge. -/
def transmissionPhase (U a k : ℝ) : ℝ :=
  Real.arctan ((k ^ 2 - decayRate U k ^ 2) * Real.tanh (decayRate U k * a)
    / (2 * k * decayRate U k))

/-- Below the barrier top the decay rate is positive. -/
theorem decayRate_pos {U k : ℝ} (hk : 0 < k) (hkU : k < √U) : 0 < decayRate U k := by
  have h := (Real.lt_sqrt hk.le).1 hkU
  exact Real.sqrt_pos.2 (by linarith)

/-- The `k`-derivative of the transmission phase for a barrier of finite width `a`. -/
theorem hasDerivAt_transmissionPhase {U k : ℝ} (a : ℝ) (hk : 0 < k) (hkU : k < √U) :
    HasDerivAt (transmissionPhase U a)
      (((k ^ 2 + decayRate U k ^ 2) ^ 2 / (2 * k ^ 2 * decayRate U k ^ 3)
          * Real.tanh (decayRate U k * a)
        - (k ^ 2 - decayRate U k ^ 2) / (2 * decayRate U k ^ 2)
          * (a / Real.cosh (decayRate U k * a) ^ 2))
      / (1 + ((k ^ 2 - decayRate U k ^ 2) * Real.tanh (decayRate U k * a)
          / (2 * k * decayRate U k)) ^ 2)) k := by
  have hq := decayRate_pos hk hkU
  have hlt := (Real.lt_sqrt hk.le).1 hkU
  -- the decay rate has slope -k/q
  have hq' : HasDerivAt (decayRate U) (-k / decayRate U k) k := by
    have h1 : HasDerivAt (fun x : ℝ => U - x ^ 2) (-(2 * k)) k :=
      ((hasDerivAt_pow 2 k).const_sub U).congr_deriv (by norm_num)
    have h2 := h1.sqrt (by linarith : U - k ^ 2 ≠ 0)
    refine h2.congr_deriv ?_
    unfold decayRate
    rw [neg_div, neg_div, mul_div_mul_left _ _ two_ne_zero]
  have htanh : ∀ y : ℝ, HasDerivAt Real.tanh (1 / Real.cosh y ^ 2) y := by
    intro y
    have h := (Real.hasDerivAt_sinh y).fun_div (Real.hasDerivAt_cosh y) (Real.cosh_pos y).ne'
    have e : Real.tanh = fun x => Real.sinh x / Real.cosh x :=
      funext Real.tanh_eq_sinh_div_cosh
    rw [e]
    refine h.congr_deriv ?_
    congr 1
    linear_combination Real.cosh_sq y
  have hT : HasDerivAt (fun x => Real.tanh (decayRate U x * a))
      (1 / Real.cosh (decayRate U k * a) ^ 2 * (-k / decayRate U k * a)) k :=
    HasDerivAt.comp k (htanh (decayRate U k * a)) (hq'.mul_const a)
  have hN : HasDerivAt (fun x => x ^ 2 - decayRate U x ^ 2)
      (2 * k - 2 * decayRate U k * (-k / decayRate U k)) k :=
    ((hasDerivAt_pow 2 k).fun_sub (hq'.fun_pow 2)).congr_deriv (by norm_num)
  have hD : HasDerivAt (fun x => 2 * x * decayRate U x)
      (2 * decayRate U k + 2 * k * (-k / decayRate U k)) k :=
    (((hasDerivAt_id' k).const_mul 2).fun_mul hq').congr_deriv (by ring)
  have hne : 2 * k * decayRate U k ≠ 0 := by positivity
  have h := ((hN.fun_mul hT).fun_div hD hne).arctan
  refine h.congr_deriv ?_
  have e : ∀ x y : ℝ, 1 / x * y = y / x := fun x y => by ring
  rw [e]
  congr 1
  have hc := Real.cosh_pos (decayRate U k * a)
  field_simp <;> ring

end

end HartmanEffect
```

Messages:

```
Main.lean:54:4: error: Type mismatch
  HasDerivAt.comp k ?m.567 (HasDerivAt.mul_const hq' a)
has type
  HasDerivAt (?m.560 ∘ fun y => decayRate U y * a) (?m.562 * (-k / decayRate U k * a)) k
but is expected to have type
  HasDerivAt (fun x => Real.tanh (decayRate U x * a)) (1 / Real.cosh (decayRate U k * a) ^ 2 * (-k / decayRate U k * a))
    k
```

This version goes through:

```diff
@@ -51,6 +51,9 @@
     linear_combination Real.cosh_sq y
   have hT : HasDerivAt (fun x => Real.tanh (decayRate U x * a))
-      (1 / Real.cosh (decayRate U k * a) ^ 2 * (-k / decayRate U k * a)) k :=
-    HasDerivAt.comp k (htanh (decayRate U k * a)) (hq'.mul_const a)
+      (1 / Real.cosh (decayRate U k * a) ^ 2 * (-k / decayRate U k * a)) k := by
+    have ho := htanh (decayRate U k * a)
+    have hi := hq'.mul_const a
+    have hcomp := ho.comp k hi
+    exact hcomp
   have hN : HasDerivAt (fun x => x ^ 2 - decayRate U x ^ 2)
       (2 * k - 2 * decayRate U k * (-k / decayRate U k)) k :=
@@ -66,5 +69,6 @@
   congr 1
   have hc := Real.cosh_pos (decayRate U k * a)
-  field_simp <;> ring
+  field_simp
+  ring
 
 end
```

Cause. The error is in `hT`, the chain rule for tanh(qa). `HasDerivAt.comp` yields a derivative for a composition written with `∘`, while the goal has `fun x => Real.tanh (decayRate U x * a)`. When Lean compared the two, it had not yet used the argument `htanh (decayRate U k * a)`, which the message shows as the placeholder `?m.567`. The outer function was therefore still the unknown `?m.560`, and Lean did not manage to match the composition with the goal.

The repair first states the two derivatives as `ho` and `hi`, then builds `hcomp` from them with no goal to match. Since `ho` already has a definite type, the outer function is known to be `Real.tanh`. The composition then equals the goal's function by definition, and `exact hcomp` is accepted.

Putting `field_simp` and `ring` on separate lines is mere tidying; no message concerns that step.
